# At a single soft mode, the response diverges exactly when the perturbation overlaps it

Stretch a bond in a restricted SCF calculation, and at some length an eigenvalue of the orbital stability matrix may reach zero. In the simplest case the solution is then at the edge of stability along one orbital rotation, the soft mode. Does the response to every perturbation blow up there?

For real rotations of real orbitals the relevant matrix is M = A + B, where A couples excitations to each other and B couples them to de-excitations. Take M at the instability, with unit soft mode v, and move all its eigenvalues by a small number s. For a real perturbation vector g, the response studied here is

χ(s) = ⟨g, (M + s)⁻¹ g⟩, with ⟨x, y⟩ = Σᵢ xᵢyᵢ.

A real bond scan also changes the eigenvectors of M and the vector g; this one-parameter model keeps them fixed.

## The soft mode as a hypothesis

```lean
import Mathlib

open Matrix Filter Topology

namespace ScfInstability

noncomputable section

variable {n : Type*} [Fintype n]
```

The finite set `n` labels the orbital rotations, for example occupied–virtual pairs.

```lean
/-- The symmetric stability matrix `M` has exactly one soft mode: its kernel is the line
spanned by the unit vector `v`. -/
structure SoftMode (M : Matrix n n ℝ) (v : n → ℝ) : Prop where
  symm : M.IsSymm
  unit : v ⬝ᵥ v = 1
  ker : ∀ x, M *ᵥ x = 0 ↔ ∃ c : ℝ, x = c • v
```

`SoftMode M v` bundles three assumptions: M is symmetric, v has length one, and Mx = 0 holds exactly for the multiples of v. In Lean, `⬝ᵥ` is the dot product, `*ᵥ` applies a matrix to a vector, and `•` multiplies by a scalar. The third assumption stands for an instability in one direction only; degenerate soft modes are excluded.

```lean
/-- The soft mode is annihilated by the stability matrix. -/
theorem SoftMode.null {M : Matrix n n ℝ} {v : n → ℝ} (h : SoftMode M v) : M *ᵥ v = 0 :=
  (h.ker v).mpr ⟨1, (one_smul ℝ v).symm⟩
```

Taking the multiple c = 1 gives Mv = 0.

```lean
/-- The stability matrix produces no component along its soft mode. -/
theorem SoftMode.dot {M : Matrix n n ℝ} {v : n → ℝ} (h : SoftMode M v) (x : n → ℝ) :
    v ⬝ᵥ (M *ᵥ x) = 0 := by
  rw [Matrix.dotProduct_mulVec, ← Matrix.mulVec_transpose, h.symm.eq, h.null,
    zero_dotProduct]
```

By symmetry, Mx never has a component along v:

⟨v, Mx⟩ = ⟨Mv, x⟩ = 0.

## Lifting the zero eigenvalue

```lean
variable [DecidableEq n]

/-- The response `⟨g, (M + s)⁻¹ g⟩` to a perturbation `g` at shift `s`, for `M + s`
invertible. -/
def response (M : Matrix n n ℝ) (g : n → ℝ) (s : ℝ) : ℝ :=
  g ⬝ᵥ ((M + s • (1 : Matrix n n ℝ))⁻¹ *ᵥ g)
```

This is χ(s), without the signs and prefactors that particular response conventions add.

```lean
/-- The lifted matrix `M + v vᵀ + s`; for a unit vector `v`, the added term `v vᵀ` is the projector
on `v`. -/
def lifted (M : Matrix n n ℝ) (v : n → ℝ) (s : ℝ) : Matrix n n ℝ :=
  M + vecMulVec v v + s • (1 : Matrix n n ℝ)
```

The lifted matrix is L(s) = M + vvᵀ + s. Its eigenvalue along v is 1 + s instead of s, while the other modes are untouched.

```lean
/-- The response of the lifted matrix to the part of `g` orthogonal to the unit vector `v`,
for `lifted M v s` invertible. -/
def background (M : Matrix n n ℝ) (v g : n → ℝ) (s : ℝ) : ℝ :=
  (g - (g ⬝ᵥ v) • v) ⬝ᵥ ((lifted M v s)⁻¹ *ᵥ (g - (g ⬝ᵥ v) • v))
```

Remove from g its soft component, and let L(s) respond to the rest:

w = g − ⟨g,v⟩v,
b(s) = ⟨w, L(s)⁻¹ w⟩.

```lean
/-- The lifted matrix sends `x` to `M x + ⟨v,x⟩ v + s x`. -/
theorem lifted_mulVec (M : Matrix n n ℝ) (v x : n → ℝ) (s : ℝ) :
    lifted M v s *ᵥ x = M *ᵥ x + (v ⬝ᵥ x) • v + s • x := by
  have hp : vecMulVec v v *ᵥ x = (v ⬝ᵥ x) • v := by
    ext i
    simp only [Matrix.mulVec, dotProduct, Matrix.vecMulVec_apply, Pi.smul_apply,
      smul_eq_mul, Finset.sum_mul]
    exact Finset.sum_congr rfl (fun j _ => by ring)
  rw [lifted, Matrix.add_mulVec, Matrix.add_mulVec, hp, Matrix.smul_mulVec,
    Matrix.one_mulVec]
```

Since (vvᵀ)x = ⟨v,x⟩v, the lifted matrix acts as

L(s)x = Mx + ⟨v,x⟩v + sx.

```lean
variable {M : Matrix n n ℝ} {v : n → ℝ}

/-- Adding the projector on the only soft mode makes the stability matrix nonsingular. -/
theorem lifted_det_ne_zero (h : SoftMode M v) : (lifted M v 0).det ≠ 0 := by
  intro hdet
  obtain ⟨x, hx, h0⟩ := Matrix.exists_mulVec_eq_zero_iff.mpr hdet
  rw [lifted_mulVec, zero_smul, add_zero] at h0
  -- the component along the soft mode vanishes, so `x` lies in the kernel of `M`
  have hd := congrArg (fun y => v ⬝ᵥ y) h0
  simp only [dotProduct_add, dotProduct_smul, h.dot, h.unit, smul_eq_mul, mul_one,
    zero_add, dotProduct_zero] at hd
  rw [hd, zero_smul, add_zero] at h0
  obtain ⟨c, rfl⟩ := (h.ker x).mp h0
  rw [dotProduct_smul, h.unit, smul_eq_mul, mul_one] at hd
  exact hx (by rw [hd, zero_smul])
```

L(0) is invertible. If its determinant vanished, some x ≠ 0 would satisfy

Mx + ⟨v,x⟩v = 0.

The dot product with v gives ⟨v,x⟩ = 0, hence Mx = 0 and x = cv. But then c = ⟨v,x⟩ = 0, so x = 0, a contradiction. The lemma `exists_mulVec_eq_zero_iff` translates between a zero determinant and a nonzero null vector.

```lean
/-- For a source `w` orthogonal to the soft mode, the lifted resolvent, where it exists, gives
a solution of `(M + s) y = w` that is orthogonal to the soft mode. -/
theorem lifted_solve (h : SoftMode M v) {s : ℝ} (hdet : (lifted M v s).det ≠ 0)
    {w : n → ℝ} (hw : v ⬝ᵥ w = 0) :
    v ⬝ᵥ ((lifted M v s)⁻¹ *ᵥ w) = 0 ∧
      M *ᵥ ((lifted M v s)⁻¹ *ᵥ w) + s • ((lifted M v s)⁻¹ *ᵥ w) = w := by
  -- `v` is an eigenvector of the lifted matrix with eigenvalue `1 + s`
  have h1 : 1 + s ≠ 0 := by
    intro hs
    apply hdet
    refine Matrix.exists_mulVec_eq_zero_iff.mp ⟨v, ?_, ?_⟩
    · intro hv
      have hu := h.unit
      rw [hv] at hu
      simp at hu
    · rw [lifted_mulVec, h.null, h.unit, zero_add, ← add_smul, hs, zero_smul]
  have hy : lifted M v s *ᵥ ((lifted M v s)⁻¹ *ᵥ w) = w := by
    rw [Matrix.mulVec_mulVec, Matrix.mul_nonsing_inv _ (isUnit_iff_ne_zero.mpr hdet),
      Matrix.one_mulVec]
  rw [lifted_mulVec] at hy
  generalize (lifted M v s)⁻¹ *ᵥ w = y at hy ⊢
  have hd := congrArg (fun x => v ⬝ᵥ x) hy
  simp only [dotProduct_add, dotProduct_smul, h.dot, h.unit, hw, smul_eq_mul] at hd
  have hm : (1 + s) * (v ⬝ᵥ y) = 0 := by linear_combination hd
  have hvy : v ⬝ᵥ y = 0 := (mul_eq_zero.mp hm).resolve_left h1
  rw [hvy, zero_smul, add_zero] at hy
  exact ⟨hvy, hy⟩
```

Let L(s) be invertible, let w be orthogonal to v, and set y = L(s)⁻¹w. The dot product of L(s)y = w with v reads

(1 + s)⟨v,y⟩ = 0.

Because L(s)v = (1 + s)v and L(s) is invertible, 1 + s ≠ 0. So ⟨v,y⟩ = 0, the projector term drops out, and (M + s)y = w.

```lean
/-- Let `v` be the single soft mode of `M`. At a nonzero shift where the lifted matrix is
invertible, `M + s` is invertible too. -/
theorem shifted_det_ne_zero (h : SoftMode M v) {s : ℝ} (hs : s ≠ 0)
    (hdet : (lifted M v s).det ≠ 0) : (M + s • (1 : Matrix n n ℝ)).det ≠ 0 := by
  intro h0
  obtain ⟨x, hx, hx0⟩ := Matrix.exists_mulVec_eq_zero_iff.mpr h0
  rw [Matrix.add_mulVec, Matrix.smul_mulVec, Matrix.one_mulVec] at hx0
  have hd := congrArg (fun y => v ⬝ᵥ y) hx0
  simp only [dotProduct_add, dotProduct_smul, h.dot, smul_eq_mul, zero_add,
    dotProduct_zero] at hd
  have hvx : v ⬝ᵥ x = 0 := (mul_eq_zero.mp hd).resolve_left hs
  exact hdet (Matrix.exists_mulVec_eq_zero_iff.mp
    ⟨x, hx, by rw [lifted_mulVec, hvx, zero_smul, add_zero, hx0]⟩)
```

Now let s ≠ 0. If (M + s)x = 0, the dot product with v gives s⟨v,x⟩ = 0, so ⟨v,x⟩ = 0. Then L(s)x = 0 as well, and x = 0. Hence M + s is invertible wherever L(s) is.

## Separating the pole

```lean
/-- Let `v` be the single soft mode of `M`. At a nonzero shift where the lifted matrix is
invertible, the response is the pole term `⟨g,v⟩² / s` plus the background of the other modes. -/
theorem response_eq (h : SoftMode M v) (g : n → ℝ) {s : ℝ} (hs : s ≠ 0)
    (hdet : (lifted M v s).det ≠ 0) :
    response M g s = (g ⬝ᵥ v) ^ 2 / s + background M v g s := by
  have hw : v ⬝ᵥ (g - (g ⬝ᵥ v) • v) = 0 := by
    rw [dotProduct_sub, dotProduct_smul, h.unit, dotProduct_comm v g, smul_eq_mul,
      mul_one, sub_self]
  have hM := shifted_det_ne_zero h hs hdet
  obtain ⟨hvy, hy⟩ := lifted_solve h hdet hw
  unfold response background
  generalize (lifted M v s)⁻¹ *ᵥ (g - (g ⬝ᵥ v) • v) = y at hvy hy ⊢
  have hc : s * ((g ⬝ᵥ v) / s) = g ⬝ᵥ v := by field_simp
  -- the linear response vector: soft part plus the rest
  have hz : (M + s • (1 : Matrix n n ℝ)) *ᵥ (((g ⬝ᵥ v) / s) • v + y) = g := by
    rw [Matrix.add_mulVec, Matrix.smul_mulVec, Matrix.one_mulVec, Matrix.mulVec_add,
      Matrix.mulVec_smul, h.null, smul_zero, zero_add, smul_add, smul_smul, hc]
    linear_combination (norm := module) hy
  have hinv : (M + s • (1 : Matrix n n ℝ))⁻¹ *ᵥ g = ((g ⬝ᵥ v) / s) • v + y := by
    calc (M + s • (1 : Matrix n n ℝ))⁻¹ *ᵥ g
        = (M + s • (1 : Matrix n n ℝ))⁻¹ *ᵥ
          ((M + s • (1 : Matrix n n ℝ)) *ᵥ (((g ⬝ᵥ v) / s) • v + y)) := by rw [hz]
      _ = ((g ⬝ᵥ v) / s) • v + y := by
        rw [Matrix.mulVec_mulVec, Matrix.nonsing_inv_mul _ (isUnit_iff_ne_zero.mpr hM),
          Matrix.one_mulVec]
  rw [hinv, dotProduct_add, dotProduct_smul, sub_dotProduct, smul_dotProduct, hvy]
  simp only [smul_eq_mul]
  ring
```

With y as above, and w now the part of g orthogonal to v,

(M + s)[(⟨g,v⟩/s)v + y] = ⟨g,v⟩v + w = g.

The bracket is therefore (M + s)⁻¹g. Taking its dot product with g, and using ⟨g,y⟩ = ⟨w,y⟩ because ⟨v,y⟩ = 0, gives

χ(s) = ⟨g,v⟩²/s + b(s).

In the proof, `hz` is the first equation and `hinv` inverts it. The identity holds at every s ≠ 0 where L(s) is invertible, not only in the limit.

```lean
/-- If `v` is the single soft mode of `M`, the background response is continuous at zero shift. -/
theorem background_continuousAt (h : SoftMode M v) (g : n → ℝ) :
    ContinuousAt (background M v g) 0 := by
  have hL : Continuous (lifted M v) :=
    continuous_const.add (continuous_id.smul continuous_const)
  unfold background
  generalize g - (g ⬝ᵥ v) • v = w
  -- Cramer's rule: the inverse is the adjugate over the determinant
  simp only [Matrix.inv_def, Ring.inverse_eq_inv', Matrix.smul_mulVec, dotProduct_smul,
    smul_eq_mul]
  have hv : Continuous fun s => (lifted M v s).adjugate *ᵥ w :=
    hL.matrix_adjugate.matrix_mulVec continuous_const
  have hn : Continuous fun s => w ⬝ᵥ ((lifted M v s).adjugate *ᵥ w) :=
    continuous_finsetSum _ fun i _ => continuous_const.mul ((continuous_apply i).comp hv)
  exact (hL.matrix_det.continuousAt.inv₀ (lifted_det_ne_zero h)).mul hn.continuousAt
```

The background b is continuous at s = 0. Cramer's rule writes L(s)⁻¹ as the adjugate divided by the determinant; both are polynomial in s, and the determinant is nonzero at s = 0.

## The response at the instability

```lean
/-- Let `A + B` be symmetric with kernel spanned by the unit vector `v`. Then `A + B + s` is
invertible for small nonzero `s`, and `s` times the response tends to `⟨g,v⟩²`; the response has
a sign-changing pole if `⟨g,v⟩ ≠ 0` and tends to a finite static response if `⟨g,v⟩ = 0`. -/
theorem response_at_instability {A B : Matrix n n ℝ} (h : SoftMode (A + B) v)
    (g : n → ℝ) :
    (∀ᶠ s in 𝓝[≠] (0 : ℝ), IsUnit (A + B + s • (1 : Matrix n n ℝ))) ∧
    Tendsto (fun s => s * response (A + B) g s) (𝓝[≠] 0) (𝓝 ((g ⬝ᵥ v) ^ 2)) ∧
    (g ⬝ᵥ v ≠ 0 → Tendsto (response (A + B) g) (𝓝[>] 0) atTop ∧
      Tendsto (response (A + B) g) (𝓝[<] 0) atBot) ∧
    (g ⬝ᵥ v = 0 → ∃ u, (A + B) *ᵥ u = g ∧
      Tendsto (response (A + B) g) (𝓝[≠] 0) (𝓝 (g ⬝ᵥ u))) := by
  have hL : Continuous (lifted (A + B) v) :=
    continuous_const.add (continuous_id.smul continuous_const)
  have hdet : ∀ᶠ s in 𝓝[≠] (0 : ℝ), (lifted (A + B) v s).det ≠ 0 :=
    (hL.matrix_det.continuousAt.eventually_ne (lifted_det_ne_zero h)).filter_mono
      nhdsWithin_le_nhds
  have hne : ∀ᶠ s in 𝓝[≠] (0 : ℝ), s ≠ 0 := self_mem_nhdsWithin
  have hb : Tendsto (background (A + B) v g) (𝓝 0) (𝓝 (background (A + B) v g 0)) :=
    background_continuousAt h g
  have heq : ∀ᶠ s in 𝓝[≠] (0 : ℝ),
      (g ⬝ᵥ v) ^ 2 * s⁻¹ + background (A + B) v g s = response (A + B) g s := by
    filter_upwards [hdet, hne] with s h1 h2
    rw [response_eq h g h2 h1, div_eq_mul_inv]
  refine ⟨?_, ?_, ?_, ?_⟩
  · filter_upwards [hdet, hne] with s h1 h2
    exact (Matrix.isUnit_iff_isUnit_det _).mpr
      (isUnit_iff_ne_zero.mpr (shifted_det_ne_zero h h2 h1))
  · -- multiplying by `s` removes the pole and suppresses the background
    have ht : Tendsto (fun s => (g ⬝ᵥ v) ^ 2 + s * background (A + B) v g s) (𝓝 0)
        (𝓝 ((g ⬝ᵥ v) ^ 2 + 0 * background (A + B) v g 0)) :=
      tendsto_const_nhds.add (tendsto_id.mul hb)
    rw [zero_mul, add_zero] at ht
    refine (ht.mono_left nhdsWithin_le_nhds).congr' ?_
    filter_upwards [heq, hne] with s h1 h2
    rw [← h1, mul_add, mul_left_comm, mul_inv_cancel₀ h2, mul_one]
  · intro hg
    have hpos : 0 < (g ⬝ᵥ v) ^ 2 := by positivity
    constructor
    · exact ((tendsto_inv_nhdsGT_zero.const_mul_atTop hpos).atTop_add
        (hb.mono_left nhdsWithin_le_nhds)).congr'
        (heq.filter_mono (nhdsWithin_mono _ fun s hs => ne_of_gt hs))
    · exact ((tendsto_inv_nhdsLT_zero.const_mul_atBot hpos).atBot_add
        (hb.mono_left nhdsWithin_le_nhds)).congr'
        (heq.filter_mono (nhdsWithin_mono _ fun s hs => ne_of_lt hs))
  · intro hg
    have hs := (lifted_solve h (lifted_det_ne_zero h)
      ((dotProduct_comm v g).trans hg)).2
    rw [zero_smul, add_zero] at hs
    refine ⟨(lifted (A + B) v 0)⁻¹ *ᵥ g, hs, ?_⟩
    have h0 : background (A + B) v g 0 = g ⬝ᵥ ((lifted (A + B) v 0)⁻¹ *ᵥ g) := by
      rw [background, hg, zero_smul, sub_zero]
    rw [← h0]
    refine (hb.mono_left nhdsWithin_le_nhds).congr' ?_
    filter_upwards [heq] with s h1
    rw [← h1, hg]
    ring
```

The notation `𝓝[≠] 0` means s near zero but not equal to it, `𝓝[>]` and `𝓝[<]` select one side, and `∀ᶠ` means "for all s close enough". The theorem has four parts:

1. M + s is invertible for all small s ≠ 0, because det L(s) stays nonzero near s = 0.
2. sχ(s) = ⟨g,v⟩² + s b(s) → ⟨g,v⟩².
3. If ⟨g,v⟩ ≠ 0, then χ → +∞ as s → 0 from above and χ → −∞ from below, since b stays bounded while the pole term changes sign.
4. If ⟨g,v⟩ = 0, there is a u with Mu = g and χ(s) → ⟨g,u⟩. The proof takes u = L(0)⁻¹g. Adding a multiple of v to u leaves the limit unchanged.

So a perturbation orthogonal to the soft mode, for instance one of a different symmetry, does not reveal the instability through χ in this finite, fixed-matrix model.

A and B enter only through their sum; the theorem does not construct them from orbitals.

```lean
/-- Two coupled excitations whose matrix `A + B` has the single soft mode `(3/5, 4/5)`. -/
theorem softMode_witness :
    SoftMode (!![10, -6; -6, 5] + !![6, -6; -6, 4] : Matrix (Fin 2) (Fin 2) ℝ)
      ![3 / 5, 4 / 5] := by
  have e : ∀ x : Fin 2 → ℝ,
      (!![10, -6; -6, 5] + !![6, -6; -6, 4] : Matrix (Fin 2) (Fin 2) ℝ) *ᵥ x
        = ![16 * x 0 - 12 * x 1, -12 * x 0 + 9 * x 1] := by
    intro x
    ext i
    fin_cases i <;> simp [Matrix.mulVec, dotProduct, Fin.sum_univ_succ] <;> ring
  refine ⟨?_, ?_, fun x => ⟨fun hx => ?_, ?_⟩⟩
  · exact Matrix.IsSymm.ext fun i j => by fin_cases i <;> fin_cases j <;> simp
  · norm_num [dotProduct, Fin.sum_univ_succ]
  · have h0 : 16 * x 0 - 12 * x 1 = 0 := congrFun ((e x).symm.trans hx) 0
    refine ⟨5 / 3 * x 0, funext (Fin.forall_fin_two.mpr ⟨?_, ?_⟩)⟩
    · show x 0 = 5 / 3 * x 0 * (3 / 5)
      ring
    · show x 1 = 5 / 3 * x 0 * (4 / 5)
      linarith
  · rintro ⟨c, rfl⟩
    rw [e]
    refine funext (Fin.forall_fin_two.mpr ⟨?_, ?_⟩)
    · show 16 * (c * (3 / 5)) - 12 * (c * (4 / 5)) = 0
      ring
    · show -12 * (c * (3 / 5)) + 9 * (c * (4 / 5)) = 0
      ring

end

end ScfInstability
```

This example satisfies the hypothesis. The sum is

A + B = [[16, −12], [−12, 9]],

with eigenvalues 0 and 25 and soft mode v = (3/5, 4/5). For g = (4, −3), which is orthogonal to v, χ(s) = 25/(25 + s), which tends to 1.

## The same split in a program

A program would solve a linear system instead of forming the inverse. Close to the instability, M + s is badly conditioned if there is more than one mode, and the decomposition lets the soft part be treated separately. In NumPy, for M with Mv = 0:

```python
w = g - (g @ v) * v
L = M + np.outer(v, v) + s * np.eye(len(g))
y = np.linalg.solve(L, w)
chi = (g @ v)**2 / s + w @ y
```

If the computed soft eigenvalue is λ instead of zero, the pole term becomes ⟨g,v⟩²/(λ + s). The added projector may need a weight matched to the scale of M.

The same shifted matrix appears in a level-shifted Newton step, −(M + s)⁻¹g, when M is the orbital Hessian and g the gradient. At a converged solution g = 0 and the step vanishes. At a point that is not converged, if Mv = 0, the component of the step along v is −⟨g,v⟩/s, so a small shift gives a long step whenever the gradient overlaps v.

```lean
#print axioms ScfInstability.response_eq
#print axioms ScfInstability.response_at_instability
```

```
'ScfInstability.response_eq' depends on axioms: [propext, Classical.choice, Quot.sound]
'ScfInstability.response_at_instability' depends on axioms: [propext, Classical.choice, Quot.sound]
```
